# Zero-variance energy derivatives at an exact, non-degenerate eigenstate of a finite Hamiltonian

When a Monte Carlo run estimates a nuclear force, a correction can be added to each sampled value before averaging, to reduce the statistical scatter. It introduces no bias if it leaves the average unchanged. For an exact eigenvector of a finite real symmetric Hamiltonian, a whole family of corrections does so, and if the energy is non-degenerate, one of them removes the scatter entirely.

## The mean, the response equation and the variance

Let $H$ be a real symmetric matrix over finitely many configurations $i$, and let $\psi$ be a unit vector with $H\psi=E\psi$. Let $D$ be the derivative of $H$ with respect to a nuclear coordinate, and write $d=\langle\psi,D\psi\rangle$. If $E$ is non-degenerate, $d$ is the derivative of the energy, and the force along this coordinate is $-d$ when $H$ includes the nuclear repulsion. For any vector $\phi$, define

$$F_\phi(i)=\frac{(D\psi)_i+((H-E)\phi)_i}{\psi_i},\qquad \psi_i\neq0 .$$

**Mean.** Configurations are sampled with weight $\psi_i^2$, so nodes, where $\psi_i=0$, contribute nothing. One factor $\psi_i$ cancels, and the symmetry of $H$ gives

$$\sum_i\psi_i^2F_\phi(i)=\langle\psi,D\psi\rangle+\langle\psi,(H-E)\phi\rangle=d+\langle(H-E)\psi,\phi\rangle=d .$$

**Zero variance.** $F_\phi$ equals $d$ at every sampled configuration if

$$(H-E)\phi=b,\qquad b=d\,\psi-D\psi .$$

To see when this is solvable, let $u$ be orthogonal to the range of $A=H-E$. Then $\langle Au,Au\rangle=\langle u,A(Au)\rangle=0$, so $Au=0$. Hence a vector $b$ orthogonal to all solutions of $Hv=Ev$ is orthogonal to everything orthogonal to the range, and in finite dimension it lies in the range. If $E$ is simple, those solutions are the multiples of $\psi$, and $\langle\psi,b\rangle=d-d=0$.

**Imperfect $\phi$.** Suppose $\psi$ has no nodes and $\phi_0$ gives the constant value $d$. Subtracting the two estimators gives $\psi_i(F_\phi(i)-d)=((H-E)(\phi-\phi_0))_i$. Squaring and summing,

$$\operatorname{Var}F_\phi=\|(H-E)(\phi-\phi_0)\|^2 .$$

Halving the error vector $\phi-\phi_0$ therefore divides the variance by four.

## A two-configuration example

Take

$$H=\begin{pmatrix}16&-12\\-12&9\end{pmatrix},\quad \psi=\begin{pmatrix}3/5\\4/5\end{pmatrix},\quad E=0,\quad D=\begin{pmatrix}1&0\\0&0\end{pmatrix}.$$

Then $D\psi=(3/5,0)$ and $d=9/25$. With $\phi=0$ the estimator takes the values $1$ and $0$ with weights $9/25$ and $16/25$. Its mean is $9/25$ and its variance $144/625$.

With $\phi=(-3/125,0)$, $H\phi=(-48/125,36/125)$ and the numerators become $(27/125,36/125)$. Dividing by $3/5$ and $4/5$ gives $9/25$ both times.

## Estimator and weights in Lean

The finite type `n` labels the configurations, and all matrices and vectors are real.

```lean
import Mathlib

open Matrix

namespace ZeroVarianceForce

noncomputable section

variable {n : Type*} [Fintype n]
```

`shifted` is the action of $H-E$ on a vector.

```lean
/-- The shifted Hamiltonian `H - E` applied to a vector `φ`. -/
def shifted (H : Matrix n n ℝ) (E : ℝ) (φ : n → ℝ) : n → ℝ := H *ᵥ φ - E • φ
```

`forceEst` is $F_\phi$, with the sign of the energy derivative. Here `D` is an arbitrary real matrix, not even assumed symmetric; it becomes a derivative only in `forceEst_derivative`.

```lean
/-- The estimator `((D ψ)_i + ((H - E) φ)_i) / ψ_i` with auxiliary vector `φ`, meant for
configurations `i` with `ψ i ≠ 0`. -/
def forceEst (H D : Matrix n n ℝ) (E : ℝ) (ψ φ : n → ℝ) (i : n) : ℝ :=
  ((D *ᵥ ψ) i + shifted H E φ i) / ψ i
```

The next two definitions are weighted sums over all configurations. When $\psi$ is normalised, they are the mean and variance of $f$ for configurations sampled with probability $\psi_i^2$.

```lean
/-- The sum of `f i` with weights `ψ i ^ 2`; for a unit vector `ψ`, this is the mean of `f`. -/
def mean (ψ f : n → ℝ) : ℝ := ∑ i, ψ i ^ 2 * f i

/-- The sum of `(f i - mean ψ f) ^ 2` with weights `ψ i ^ 2`; for a unit vector `ψ`, this is the
variance of `f`. -/
def variance (ψ f : n → ℝ) : ℝ := mean ψ (fun i => (f i - mean ψ f) ^ 2)
```

## Every auxiliary vector gives the same mean

First comes the symmetry step, $\langle x,(H-E)y\rangle=\langle(H-E)x,y\rangle$.

```lean
/-- For a symmetric Hamiltonian, `H - E` can be moved from one side of the scalar product
to the other. -/
theorem shifted_symm {H : Matrix n n ℝ} (hH : H.IsSymm) (E : ℝ) (x y : n → ℝ) :
    x ⬝ᵥ shifted H E y = shifted H E x ⬝ᵥ y := by
  unfold shifted
  rw [dotProduct_sub, sub_dotProduct, Matrix.dotProduct_mulVec, ← Matrix.mulVec_transpose,
    hH.eq, dotProduct_smul, smul_dotProduct]
```

In the next proof, `key` cancels one factor of $\psi_i$, treating nodes separately, and `h0` is the eigenvalue equation in the form $(H-E)\psi=0$.

```lean
/-- For symmetric `H` and an eigenvector `ψ` with energy `E`, the weighted sum `mean` of the
estimator is `⟨ψ, D ψ⟩` whatever the auxiliary vector `φ`. -/
theorem mean_forceEst {H : Matrix n n ℝ} (hH : H.IsSymm) (D : Matrix n n ℝ) {E : ℝ}
    {ψ : n → ℝ} (hψ : H *ᵥ ψ = E • ψ) (φ : n → ℝ) :
    mean ψ (forceEst H D E ψ φ) = ψ ⬝ᵥ (D *ᵥ ψ) := by
  -- a node of `ψ` has weight zero and contributes nothing on either side
  have key : ∀ i, ψ i ^ 2 * forceEst H D E ψ φ i
      = ψ i * ((D *ᵥ ψ) i + shifted H E φ i) := by
    intro i
    unfold forceEst
    by_cases h : ψ i = 0
    · simp [h]
    · field_simp
  have h0 : shifted H E ψ = 0 := sub_eq_zero.mpr hψ
  calc mean ψ (forceEst H D E ψ φ) = ψ ⬝ᵥ (D *ᵥ ψ + shifted H E φ) :=
        Finset.sum_congr rfl (fun i _ => key i)
    _ = ψ ⬝ᵥ (D *ᵥ ψ) := by
        rw [dotProduct_add, shifted_symm hH, h0, zero_dotProduct, add_zero]
```

## Solving for the optimal vector

`exists_response` is the solvability argument. `K` is the range of $H-E$, placed in `EuclideanSpace` so that orthogonal complements are available. `hmem` puts $b$ in the double complement, with `h0` carrying the computation $\langle Au,Au\rangle=0$, and `Submodule.orthogonal_orthogonal` returns $b$ to the range.

```lean
/-- For symmetric `H`, the equation `(H - E) φ = b` has a solution when `b` is orthogonal to
every solution `v` of `H v = E v`. -/
theorem exists_response {H : Matrix n n ℝ} (hH : H.IsSymm) (E : ℝ) (b : n → ℝ)
    (hb : ∀ v, H *ᵥ v = E • v → v ⬝ᵥ b = 0) : ∃ φ, shifted H E φ = b := by
  have hin : ∀ x y : EuclideanSpace ℝ n, inner ℝ x y = x.ofLp ⬝ᵥ y.ofLp := by
    intro x y
    simp [PiLp.inner_apply, dotProduct, mul_comm]
  -- the range of `H - E`
  let K : Submodule ℝ (EuclideanSpace ℝ n) :=
    { carrier := {x | ∃ φ, shifted H E φ = x.ofLp}
      add_mem' := by
        rintro x y ⟨a, ha⟩ ⟨c, hc⟩
        refine ⟨a + c, ?_⟩
        rw [WithLp.ofLp_add, ← ha, ← hc]
        unfold shifted
        rw [Matrix.mulVec_add, smul_add]
        abel
      zero_mem' := ⟨0, by simp [shifted]⟩
      smul_mem' := by
        rintro c x ⟨a, ha⟩
        refine ⟨c • a, ?_⟩
        rw [WithLp.ofLp_smul, ← ha]
        unfold shifted
        rw [Matrix.mulVec_smul, smul_sub, smul_comm c E] }
  have hK : ∀ x, x ∈ K ↔ ∃ φ, shifted H E φ = x.ofLp := fun x => Iff.rfl
  have hmem : WithLp.toLp 2 b ∈ Kᗮᗮ := by
    rw [Submodule.mem_orthogonal]
    intro u hu
    rw [Submodule.mem_orthogonal] at hu
    rw [hin]
    apply hb u.ofLp
    -- a vector orthogonal to the range is annihilated by `H - E`
    have h0 : shifted H E u.ofLp ⬝ᵥ shifted H E u.ofLp = 0 := by
      have h := hu (WithLp.toLp 2 (shifted H E (shifted H E u.ofLp))) ((hK _).mpr ⟨_, rfl⟩)
      rw [hin] at h
      rw [shifted_symm hH]
      exact h
    exact sub_eq_zero.mp (dotProduct_self_eq_zero.mp h0)
  rw [Submodule.orthogonal_orthogonal] at hmem
  exact (hK _).mp hmem
```

Applying this to $b=d\,\psi-D\psi$ gives an estimator equal to $d$ away from the nodes. The hypothesis `h` says exactly that $b$ is orthogonal to the eigenspace.

```lean
/-- For symmetric `H`, if `⟨v, D ψ⟩ = ⟨ψ, D ψ⟩ ⟨v, ψ⟩` for all `v` with `H v = E v`, then some
`φ` makes the estimator equal to `⟨ψ, D ψ⟩` wherever `ψ` does not vanish. -/
theorem exists_constant {H : Matrix n n ℝ} (hH : H.IsSymm) (D : Matrix n n ℝ) (E : ℝ)
    (ψ : n → ℝ)
    (h : ∀ v, H *ᵥ v = E • v → v ⬝ᵥ (D *ᵥ ψ) = (ψ ⬝ᵥ (D *ᵥ ψ)) * (v ⬝ᵥ ψ)) :
    ∃ φ, ∀ i, ψ i ≠ 0 → forceEst H D E ψ φ i = ψ ⬝ᵥ (D *ᵥ ψ) := by
  obtain ⟨φ, hφ⟩ := exists_response hH E ((ψ ⬝ᵥ (D *ᵥ ψ)) • ψ - D *ᵥ ψ) (by
    intro v hv
    rw [dotProduct_sub, dotProduct_smul, smul_eq_mul, h v hv, sub_self])
  refine ⟨φ, fun i hi => ?_⟩
  unfold forceEst
  rw [div_eq_iff hi, hφ, Pi.sub_apply, Pi.smul_apply, smul_eq_mul]
  ring
```

The main theorem takes a symmetric `H`, the eigenvalue equation `hψ`, normalisation `hnorm`, and non-degeneracy `hsimple`: every solution of $Hv=Ev$ is a multiple of $\psi$. Nodes are allowed. The proof substitutes $v=c\psi$ into the previous condition; each term of the variance then vanishes, through its weight at a node and through its deviation elsewhere.

```lean
/-- For symmetric `H` and a unit eigenvector `ψ` with simple eigenvalue `E`, every `φ` gives the
mean `⟨ψ, D ψ⟩`, and some `φ` gives this value at each configuration where `ψ` does not vanish, with
variance zero. -/
theorem zero_variance {H : Matrix n n ℝ} (hH : H.IsSymm) (D : Matrix n n ℝ) {E : ℝ}
    {ψ : n → ℝ} (hψ : H *ᵥ ψ = E • ψ) (hnorm : ψ ⬝ᵥ ψ = 1)
    (hsimple : ∀ v, H *ᵥ v = E • v → ∃ c : ℝ, v = c • ψ) :
    (∀ φ, mean ψ (forceEst H D E ψ φ) = ψ ⬝ᵥ (D *ᵥ ψ)) ∧
    ∃ φ, (∀ i, ψ i ≠ 0 → forceEst H D E ψ φ i = ψ ⬝ᵥ (D *ᵥ ψ)) ∧
      variance ψ (forceEst H D E ψ φ) = 0 := by
  refine ⟨mean_forceEst hH D hψ, ?_⟩
  obtain ⟨φ, hφ⟩ := exists_constant hH D E ψ (by
    intro v hv
    obtain ⟨c, rfl⟩ := hsimple v hv
    rw [smul_dotProduct, smul_dotProduct, hnorm, smul_eq_mul, smul_eq_mul]
    ring)
  refine ⟨φ, hφ, ?_⟩
  unfold variance
  rw [mean_forceEst hH D hψ]
  refine Finset.sum_eq_zero fun i _ => ?_
  by_cases hi : ψ i = 0
  · simp [hi]
  · simp [hφ i hi]
```

The eigenvector is assumed exact. For an approximate trial function, the added term has average $\langle(H-E)\psi,\phi\rangle$, which is generally not zero. If $\psi$ has no nodes, replacing $E$ in $((H-E)\phi)_i$ by the local energy $(H\psi)_i/\psi_i$ makes this average zero again, by the symmetry of $H$. The mean is then $\langle\psi,D\psi\rangle$, which for an approximate $\psi$ need not be the exact energy derivative.

## Degeneracy and imperfect auxiliary vectors

For a nodeless unit eigenvector, the orthogonality condition is also necessary. If $F_\phi$ has the constant value $c$, then $D\psi+(H-E)\phi=c\psi$. Projecting on an eigenvector $v$ gives $\langle v,D\psi\rangle=c\langle v,\psi\rangle$, and $v=\psi$ identifies $c$ with $d$.

```lean
/-- For symmetric `H` and a unit eigenvector `ψ` without zero components, a constant estimator
exists exactly when `⟨v, D ψ⟩ = ⟨ψ, D ψ⟩ ⟨v, ψ⟩` for all `v` with `H v = E v`. -/
theorem constant_iff {H : Matrix n n ℝ} (hH : H.IsSymm) (D : Matrix n n ℝ) {E : ℝ}
    {ψ : n → ℝ} (hψ : H *ᵥ ψ = E • ψ) (hnorm : ψ ⬝ᵥ ψ = 1) (hn : ∀ i, ψ i ≠ 0) :
    (∃ φ, ∃ c : ℝ, ∀ i, forceEst H D E ψ φ i = c) ↔
      ∀ v, H *ᵥ v = E • v → v ⬝ᵥ (D *ᵥ ψ) = (ψ ⬝ᵥ (D *ᵥ ψ)) * (v ⬝ᵥ ψ) := by
  constructor
  · rintro ⟨φ, c, h⟩
    have heq : D *ᵥ ψ + shifted H E φ = c • ψ := by
      funext i
      exact (div_eq_iff (hn i)).mp (h i)
    -- project the vector equation on the eigenspace
    have hc : ∀ v, H *ᵥ v = E • v → v ⬝ᵥ (D *ᵥ ψ) = c * (v ⬝ᵥ ψ) := by
      intro v hv
      have hz : shifted H E v = 0 := sub_eq_zero.mpr hv
      have h1 : v ⬝ᵥ (D *ᵥ ψ + shifted H E φ) = v ⬝ᵥ (c • ψ) := by rw [heq]
      rwa [dotProduct_add, shifted_symm hH, hz, zero_dotProduct, add_zero,
        dotProduct_smul, smul_eq_mul] at h1
    intro v hv
    rw [hc v hv, hc ψ hψ, hnorm, mul_one]
  · intro h
    obtain ⟨φ, hφ⟩ := exists_constant hH D E ψ h
    exact ⟨φ, _, fun i => hφ i (hn i)⟩
```

The variance formula takes a perfect `φ₀` as given. In its proof, `hm` clears the denominators and `e` is the subtracted identity, which `key` squares.

```lean
/-- For symmetric `H` and an eigenvector `ψ` without zero components, if `φ₀` makes the estimator
equal to `⟨ψ, D ψ⟩` everywhere, then the weighted sum `variance` for any `φ` is the squared norm of
`(H - E) (φ - φ₀)`. -/
theorem variance_eq {H : Matrix n n ℝ} (hH : H.IsSymm) (D : Matrix n n ℝ) {E : ℝ}
    {ψ : n → ℝ} (hψ : H *ᵥ ψ = E • ψ) (hn : ∀ i, ψ i ≠ 0) {φ₀ : n → ℝ}
    (h₀ : ∀ i, forceEst H D E ψ φ₀ i = ψ ⬝ᵥ (D *ᵥ ψ)) (φ : n → ℝ) :
    variance ψ (forceEst H D E ψ φ)
      = shifted H E (φ - φ₀) ⬝ᵥ shifted H E (φ - φ₀) := by
  have hs : shifted H E (φ - φ₀) = shifted H E φ - shifted H E φ₀ := by
    unfold shifted
    rw [Matrix.mulVec_sub, smul_sub]
    abel
  have hm : ∀ χ i, forceEst H D E ψ χ i * ψ i = (D *ᵥ ψ) i + shifted H E χ i := by
    intro χ i
    unfold forceEst
    exact div_mul_cancel₀ ((D *ᵥ ψ) i + shifted H E χ i) (hn i)
  have key : ∀ i, ψ i ^ 2 * (forceEst H D E ψ φ i - ψ ⬝ᵥ (D *ᵥ ψ)) ^ 2
      = shifted H E (φ - φ₀) i * shifted H E (φ - φ₀) i := by
    intro i
    rw [← h₀ i, hs, Pi.sub_apply]
    have e : ψ i * (forceEst H D E ψ φ i - forceEst H D E ψ φ₀ i)
        = shifted H E φ i - shifted H E φ₀ i := by
      linear_combination hm φ i - hm φ₀ i
    linear_combination (ψ i * (forceEst H D E ψ φ i - forceEst H D E ψ φ₀ i)
      + (shifted H E φ i - shifted H E φ₀ i)) * e
  unfold variance
  rw [mean_forceEst hH D hψ]
  exact Finset.sum_congr rfl (fun i _ => key i)
```

## The wavefunction derivative as auxiliary vector

Differentiating $H\psi=E\psi$ along a nuclear coordinate gives

$$D\psi+(H-E)\psi'=E'\psi ,$$

so $\phi=\psi'$ yields $E'$ at every configuration with $\psi_i\neq0$. Differentiability of the matrix elements, energy and wavefunction at `t` is assumed, and the configurations stay fixed as the coordinate varies. Lean differentiates component $i$ of both sides (`h1`, `h2`) and uses uniqueness of the derivative.

```lean
/-- Along a differentiable family of eigenpairs of `H s`, with `D` the derivative of `H`, the
choice `φ = ψ'` makes the estimator equal to the energy derivative `E'` wherever `ψ` does not
vanish. -/
theorem forceEst_derivative {H : ℝ → Matrix n n ℝ} {D : Matrix n n ℝ} {E : ℝ → ℝ} {E' t : ℝ}
    {ψ : ℝ → n → ℝ} {ψ' : n → ℝ} (hH : ∀ i j, HasDerivAt (fun s => H s i j) (D i j) t)
    (hE : HasDerivAt E E' t) (hψ : ∀ i, HasDerivAt (fun s => ψ s i) (ψ' i) t)
    (heig : ∀ s, H s *ᵥ ψ s = E s • ψ s) (i : n) (hi : ψ t i ≠ 0) :
    forceEst (H t) D (E t) (ψ t) ψ' i = E' := by
  -- differentiate both sides of the eigenvalue equation
  have h1 : HasDerivAt (fun s => ∑ j, H s i j * ψ s j)
      (∑ j, (D i j * ψ t j + H t i j * ψ' j)) t :=
    HasDerivAt.fun_sum fun j _ => (hH i j).fun_mul (hψ j)
  have h2 : HasDerivAt (fun s => E s * ψ s i) (E' * ψ t i + E t * ψ' i) t :=
    hE.fun_mul (hψ i)
  have hf : (fun s => ∑ j, H s i j * ψ s j) = fun s => E s * ψ s i :=
    funext fun s => congrFun (heig s) i
  rw [hf] at h1
  have hu := h1.unique h2
  rw [Finset.sum_add_distrib] at hu
  unfold forceEst
  rw [div_eq_iff hi]
  change (∑ j, D i j * ψ t j) + ((∑ j, H t i j * ψ' j) - E t * ψ' i) = E' * ψ t i
  linarith
```

## Two explicit cases

With $H=0$ and $E=0$ the correction vanishes for every $\phi$, so the estimator keeps its values $1$ and $0$: degeneracy can prevent a constant estimator.

```lean
/-- With the degenerate Hamiltonian `H = 0` on two configurations, `ψ = (3/5, 4/5)` and
`D = diag(1, 0)`, no `φ` makes the estimator constant. -/
theorem degenerate_not_constant :
    ¬ ∃ φ, ∃ c : ℝ, ∀ i,
      forceEst (0 : Matrix (Fin 2) (Fin 2) ℝ) !![1, 0; 0, 0] 0 ![3/5, 4/5] φ i = c := by
  rintro ⟨φ, c, h⟩
  have h0 := h 0
  have h1 := h 1
  simp [forceEst, shifted, Matrix.mulVec, dotProduct, Fin.sum_univ_succ] at h0 h1
  linarith
```

The last theorem checks the worked example, including simplicity of the eigenvalue: $Hv=0$ forces $16v_0=12v_1$, hence $v=\tfrac53v_0\,\psi$, with components numbered from zero as in Lean.

```lean
/-- The matrix `H = (16, -12; -12, 9)` is symmetric with unit eigenvector `ψ = (3/5, 4/5)` and
simple eigenvalue `0`; for `D = diag(1, 0)` the choice `φ = (-3/125, 0)` gives the constant
estimator `9/25`. -/
theorem zero_variance_witness :
    (!![16, -12; -12, 9] : Matrix (Fin 2) (Fin 2) ℝ).IsSymm ∧
    !![16, -12; -12, 9] *ᵥ ![3/5, 4/5] = (0 : ℝ) • (![3/5, 4/5] : Fin 2 → ℝ) ∧
    (![3/5, 4/5] : Fin 2 → ℝ) ⬝ᵥ ![3/5, 4/5] = 1 ∧
    (∀ v : Fin 2 → ℝ, !![16, -12; -12, 9] *ᵥ v = (0 : ℝ) • v →
      ∃ c : ℝ, v = c • ![3/5, 4/5]) ∧
    ∀ i, forceEst !![16, -12; -12, 9] !![1, 0; 0, 0] 0 ![3/5, 4/5] ![-3/125, 0] i = 9/25 := by
  refine ⟨?_, ?_, ?_, ?_, ?_⟩
  · refine Matrix.IsSymm.ext fun i j => ?_
    fin_cases i <;> fin_cases j <;> rfl
  · ext i
    fin_cases i <;> norm_num [Matrix.mulVec, dotProduct, Fin.sum_univ_succ]
  · norm_num [dotProduct, Fin.sum_univ_succ]
  · intro v hv
    have h0 : 16 * v 0 - 12 * v 1 = 0 := by
      have h := congrFun hv 0
      simp [Matrix.mulVec, dotProduct, Fin.sum_univ_succ] at h
      linarith
    refine ⟨5/3 * v 0, ?_⟩
    ext i
    fin_cases i
    · change v 0 = 5/3 * v 0 * (3/5)
      ring
    · change v 1 = 5/3 * v 0 * (4/5)
      linarith
  · intro i
    fin_cases i <;>
      norm_num [forceEst, shifted, Matrix.mulVec, dotProduct, Fin.sum_univ_succ]

end

end ZeroVarianceForce
```

```lean
#print axioms ZeroVarianceForce.zero_variance
-- 'ZeroVarianceForce.zero_variance' depends on axioms: [propext, Classical.choice, Quot.sound]
#print axioms ZeroVarianceForce.variance_eq
-- 'ZeroVarianceForce.variance_eq' depends on axioms: [propext, Classical.choice, Quot.sound]
#print axioms ZeroVarianceForce.forceEst_derivative
-- 'ZeroVarianceForce.forceEst_derivative' depends on axioms: [propext, Classical.choice, Quot.sound]
#print axioms ZeroVarianceForce.degenerate_not_constant
-- 'ZeroVarianceForce.degenerate_not_constant' depends on axioms: [propext, Classical.choice, Quot.sound]
```
